# Exactly one local scaling connects two continuous, strictly positive densities on the line with equal finite integrals

Two electron densities on a line hold the same number of electrons, and we want to stretch and compress the axis so that one density turns into the other. Before this can be stated precisely, one has to choose what counts as a deformation of the axis. Here it is a strictly increasing, continuously differentiable bijection $f$ of the whole line, and the densities $n_1$ and $n_2$ are related by

$$n_2(x) = f'(x)\,n_1(f(x)) \quad\text{for all } x .$$

A short interval of length $dx$ at $x$ corresponds to one of length $f'(x)\,dx$ at $f(x)$, and the factor $f'(x)$ makes the two hold the same number of electrons, the first in $n_2$ and the second in $n_1$. Where $f'(x)>1$, the density $n_1$ is therefore compressed on the way to $n_2$.

In density functional theory, applying such a map to every electron coordinate of a trial wavefunction with density $n_1$, with a factor $\sqrt{f'}$ for each electron, gives a wavefunction with the prescribed density $n_2$. The result below supplies the map in one dimension, for densities without zeros.

```lean
import Mathlib

open MeasureTheory Filter Set Topology

namespace LocalScaling
```

## Densities, charge to the left, and the map

A density is a continuous, strictly positive and integrable function on $\mathbb{R}$. Strict positivity means that there is no node and no hard wall: a particle in a box and an excited one-particle state with a node are both excluded. Integrability means a finite number of electrons, which need not be an integer.

```lean
/-- A density on the line: continuous, strictly positive and integrable. -/
structure IsDensity (n : ℝ → ℝ) : Prop where
  continuous : Continuous n
  pos : ∀ x, 0 < n x
  integrable : Integrable n
```

For a density $n$, let

$$F(x) = \int_{-\infty}^{x} n(t)\,dt , \qquad N = \int_{-\infty}^{\infty} n(t)\,dt ,$$

and write $F_1, F_2$ and $N_1, N_2$ for the two given densities. In Lean, $F$ is `cumulative n`, an integral over the half-line `Iic x`. The comments in the code call it a charge; it is an electron number, without sign or elementary charge.

```lean
/-- The cumulative charge: the integral of `n` over the half-line to the left of `x`. -/
noncomputable def cumulative (n : ℝ → ℝ) (x : ℝ) : ℝ := ∫ t in Iic x, n t
```

The predicate `IsLocalScaling n₁ n₂ f` collects the conditions on $f$. Its direction needs attention: $f$ takes a position $x$ in the density $n_2$ to the corresponding position $f(x)$ in $n_1$, although the scaling is said to lead from $n_1$ to $n_2$.

```lean
/-- `f` is a local scaling from `n₁` to `n₂`: a strictly increasing, continuously differentiable
bijection of the line with `n₂(x) = f'(x) n₁(f(x))`. -/
structure IsLocalScaling (n₁ n₂ f : ℝ → ℝ) : Prop where
  strictMono : StrictMono f
  contDiff : ContDiff ℝ 1 f
  bijective : Function.Bijective f
  jacobian : ∀ x, n₂ x = deriv f x * n₁ (f x)
```

## The charge to the left runs once through the interval from 0 to N

Splitting the integral at the origin gives

$$F(x) = F(0) + \int_0^x n(t)\,dt .$$

Since $n$ is continuous, the fundamental theorem of calculus yields $F'(x) = n(x)$. The proof rewrites $F$ in this form and then differentiates.

```lean
variable {n n₁ n₂ f g : ℝ → ℝ}

/-- The cumulative charge of a density has the density as its derivative. -/
theorem IsDensity.hasDerivAt_cumulative (h : IsDensity n) (x : ℝ) :
    HasDerivAt (cumulative n) (n x) x := by
  have e : cumulative n = fun y => cumulative n 0 + ∫ t in (0 : ℝ)..y, n t := by
    funext y
    have := intervalIntegral.integral_Iic_sub_Iic (μ := volume) (f := n) (a := 0) (b := y)
      h.integrable.integrableOn h.integrable.integrableOn
    unfold cumulative
    linarith
  rw [e]
  exact (h.continuous.integral_hasStrictDerivAt 0 x).hasDerivAt.const_add _
```

Because $F' = n > 0$ everywhere, $F$ is strictly increasing.

```lean
/-- The cumulative charge of a density is strictly increasing. -/
theorem IsDensity.strictMono_cumulative (h : IsDensity n) : StrictMono (cumulative n) :=
  strictMono_of_deriv_pos fun x => by
    rw [(h.hasDerivAt_cumulative x).deriv]
    exact h.pos x
```

At the far left,

$$F(x) = F(0) - \int_x^0 n(t)\,dt \;\to\; F(0) - F(0) = 0 \qquad (x\to-\infty),$$

and at the far right,

$$F(x) = F(0) + \int_0^x n(t)\,dt \;\to\; F(0) + \int_0^\infty n(t)\,dt = N \qquad (x\to\infty).$$

```lean
/-- The cumulative charge of a density tends to zero at the far left and to the total charge
at the far right. -/
theorem IsDensity.tendsto_cumulative (h : IsDensity n) :
    Tendsto (cumulative n) atBot (𝓝 0) ∧ Tendsto (cumulative n) atTop (𝓝 (∫ x, n x)) := by
  have e : ∀ a b : ℝ, cumulative n b - cumulative n a = ∫ t in a..b, n t := fun a b =>
    intervalIntegral.integral_Iic_sub_Iic h.integrable.integrableOn h.integrable.integrableOn
  constructor
  · have t : Tendsto (fun x : ℝ => ∫ t in x..0, n t) atBot (𝓝 (cumulative n 0)) :=
      intervalIntegral_tendsto_integral_Iic 0 h.integrable.integrableOn tendsto_id
    have t' := t.const_sub (cumulative n 0)
    rw [sub_self] at t'
    exact t'.congr fun x => by linarith [e x 0]
  · have t : Tendsto (fun x : ℝ => ∫ t in (0 : ℝ)..x, n t) atTop (𝓝 (∫ t in Ioi (0 : ℝ), n t)) :=
      intervalIntegral_tendsto_integral_Ioi 0 h.integrable.integrableOn tendsto_id
    have s : cumulative n 0 + ∫ t in Ioi (0 : ℝ), n t = ∫ x, n x :=
      intervalIntegral.integral_Iic_add_Ioi h.integrable.integrableOn h.integrable.integrableOn
    rw [← s]
    exact (t.const_add (cumulative n 0)).congr fun x => by linarith [e 0 x]
```

The values of $F$ therefore fill exactly the open interval $(0,N)$. The end values are not reached, since by strict monotonicity

$$0 \le F(x-1) < F(x) < F(x+1) \le N .$$

Conversely, for $0<c<N$ the two limits provide points where $F$ lies below and above $c$, and the intermediate value theorem gives a point where $F=c$.

```lean
/-- The cumulative charge of a density takes exactly the values strictly between zero and the
total charge. -/
theorem IsDensity.range_cumulative (h : IsDensity n) :
    range (cumulative n) = Ioo 0 (∫ x, n x) := by
  obtain ⟨hb, ht⟩ := h.tendsto_cumulative
  have hm := h.strictMono_cumulative
  ext c
  constructor
  · rintro ⟨x, rfl⟩
    exact ⟨(hm.monotone.le_of_tendsto hb (x - 1)).trans_lt (hm (by linarith)),
      (hm (by linarith : x < x + 1)).trans_le (hm.monotone.ge_of_tendsto ht (x + 1))⟩
  · rintro ⟨h0, h1⟩
    have hc : Continuous (cumulative n) :=
      continuous_iff_continuousAt.2 fun x => (h.hasDerivAt_cumulative x).continuousAt
    obtain ⟨a, ha⟩ := (hb.eventually_lt_const h0).exists
    obtain ⟨b, hb'⟩ := (ht.eventually_const_lt h1).exists
    exact mem_range_of_exists_le_of_exists_ge hc ⟨a, ha.le⟩ ⟨b, hb'.le⟩
```

## Integrating the Jacobian equation fixes the map

Suppose $f$ is a local scaling from $n_1$ to $n_2$, and set $D(x) = F_1(f(x)) - F_2(x)$. The chain rule and the Jacobian equation give

$$D'(x) = n_1(f(x))\,f'(x) - n_2(x) = 0 ,$$

so $D$ is constant. As $x\to-\infty$, also $f(x)\to-\infty$, because $f$ is increasing and reaches every value. Both terms of $D$ then tend to zero, and hence

$$F_1(f(x)) = F_2(x) \quad\text{for all } x .$$

Corresponding points have the same number of electrons to their left. In the code, `hg` is the vanishing derivative and `hlim` the limit at the far left.

```lean
/-- A local scaling between two densities matches their cumulative charges: the charge of `n₁`
to the left of `f(x)` is the charge of `n₂` to the left of `x`. -/
theorem IsLocalScaling.cumulative_eq (hf : IsLocalScaling n₁ n₂ f) (h₁ : IsDensity n₁)
    (h₂ : IsDensity n₂) (x : ℝ) : cumulative n₁ (f x) = cumulative n₂ x := by
  have hd := (contDiff_one_iff_deriv.1 hf.contDiff).1
  -- the difference of the two charges has zero derivative
  have hg : ∀ y, HasDerivAt (fun y => cumulative n₁ (f y) - cumulative n₂ y) 0 y := fun y => by
    refine HasDerivAt.congr_deriv (((h₁.hasDerivAt_cumulative (f y)).comp y
      (hd y).hasDerivAt).fun_sub (h₂.hasDerivAt_cumulative y)) ?_
    linear_combination -(hf.jacobian y)
  -- and it vanishes at the far left
  have hbot : Tendsto f atBot atBot := tendsto_atBot_atBot_of_monotone hf.strictMono.monotone
    fun b => (hf.bijective.surjective b).imp fun _ h => h.le
  have hlim := (h₁.tendsto_cumulative.1.comp hbot).sub h₂.tendsto_cumulative.1
  rw [sub_zero] at hlim
  have hconst := hlim.congr fun y =>
    is_const_of_deriv_eq_zero (fun z => (hg z).differentiableAt) (fun z => (hg z).deriv) y x
  exact sub_eq_zero.1 (tendsto_nhds_unique tendsto_const_nhds hconst)
```

If $g$ is a second local scaling between the same densities, then $F_1(f(x)) = F_2(x) = F_1(g(x))$. Since $F_1$ is injective, $f(x)=g(x)$.

```lean
/-- Two local scalings from the same density `n₁` to the same density `n₂` coincide. -/
theorem IsLocalScaling.unique (hf : IsLocalScaling n₁ n₂ f) (hg : IsLocalScaling n₁ n₂ g)
    (h₁ : IsDensity n₁) (h₂ : IsDensity n₂) : f = g :=
  funext fun x => h₁.strictMono_cumulative.injective
    ((hf.cumulative_eq h₁ h₂ x).trans (hg.cumulative_eq h₁ h₂ x).symm)
```

## Solving for the map

Now let $N_1 = N_2$; this is the hypothesis `hN`. Then $F_1$ and $F_2$ have the same range, so for every $x$ there is a point $f(x)$ with $F_1(f(x)) = F_2(x)$. This function has the required properties:

- It is strictly increasing: for $a<b$ we have $F_1(f(a)) = F_2(a) < F_2(b) = F_1(f(b))$, hence $f(a)<f(b)$.
- It is surjective: for given $y$, the value $F_1(y)$ equals $F_2(x)$ for some $x$, and then $f(x)=y$.
- It is continuous, since an increasing function that reaches every value has no jumps.

For the derivative, take $y\neq x$ and write the difference quotient as

$$\frac{f(y)-f(x)}{y-x} = \frac{F_2(y)-F_2(x)}{y-x}\Bigg/\frac{F_1(f(y))-F_1(f(x))}{f(y)-f(x)} .$$

The numerators on the right are equal, and none of the differences vanishes. As $y\to x$, continuity gives $f(y)\to f(x)$, so

$$f'(x) = \frac{n_2(x)}{n_1(f(x))} .$$

This is continuous, and multiplying by $n_1(f(x))$ recovers the Jacobian equation.

The theorem reads: if $n_1$ and $n_2$ are densities with equal integrals, there exists exactly one (`∃!`) function $f$ that is a local scaling from $n_1$ to $n_2$. In its proof, `choose` turns the pointwise solutions into a function, `hder` contains the quotient of slopes, and the last line calls the uniqueness lemma.

```lean
/-- If `n₁` and `n₂` are continuous, strictly positive and integrable, with equal integrals, there
is exactly one local scaling from `n₁` to `n₂`. -/
theorem existsUnique_localScaling (h₁ : IsDensity n₁) (h₂ : IsDensity n₂)
    (hN : ∫ x, n₁ x = ∫ x, n₂ x) : ∃! f, IsLocalScaling n₁ n₂ f := by
  have hr : range (cumulative n₁) = range (cumulative n₂) := by
    rw [h₁.range_cumulative, h₂.range_cumulative, hN]
  have m₁ := h₁.strictMono_cumulative
  have m₂ := h₂.strictMono_cumulative
  -- solve for the point with the same charge to its left
  have hex : ∀ x, ∃ y, cumulative n₁ y = cumulative n₂ x := fun x => by
    have hx : cumulative n₂ x ∈ range (cumulative n₁) := hr ▸ mem_range_self x
    exact hx
  choose f hF using hex
  have hmono : StrictMono f := fun a b hab => m₁.lt_iff_lt.1 (by rw [hF, hF]; exact m₂ hab)
  have hsurj : Function.Surjective f := fun y => by
    have hy : cumulative n₁ y ∈ range (cumulative n₂) := hr ▸ mem_range_self y
    obtain ⟨x, hx⟩ := hy
    exact ⟨x, m₁.injective ((hF x).trans hx)⟩
  have hcont : Continuous f := hmono.monotone.continuous_of_surjective hsurj
  -- the slope of `f` is the quotient of the slopes of the cumulative charges
  have hder : ∀ x, HasDerivAt f (n₂ x / n₁ (f x)) x := fun x => by
    rw [hasDerivAt_iff_tendsto_slope]
    have hfx : Tendsto f (𝓝[≠] x) (𝓝[≠] (f x)) := tendsto_nhdsWithin_iff.2
      ⟨(hcont.tendsto x).mono_left nhdsWithin_le_nhds, by
        filter_upwards [self_mem_nhdsWithin] with y hy using fun h => hy (hmono.injective h)⟩
    have s₁ := (hasDerivAt_iff_tendsto_slope.1 (h₁.hasDerivAt_cumulative (f x))).comp hfx
    have s₂ := hasDerivAt_iff_tendsto_slope.1 (h₂.hasDerivAt_cumulative x)
    refine (s₂.div s₁ (h₁.pos _).ne').congr' ?_
    filter_upwards [self_mem_nhdsWithin] with y hy
    have hne : y ≠ x := hy
    have a : y - x ≠ 0 := sub_ne_zero.2 hne
    have b : f y - f x ≠ 0 := sub_ne_zero.2 (hmono.injective.ne hne)
    have c : cumulative n₂ y - cumulative n₂ x ≠ 0 := sub_ne_zero.2 (m₂.injective.ne hne)
    simp only [Pi.div_apply, Function.comp_apply, slope_def_field, hF]
    field_simp
  have hderiv : deriv f = fun x => n₂ x / n₁ (f x) := funext fun x => (hder x).deriv
  have hf : IsLocalScaling n₁ n₂ f :=
    { strictMono := hmono
      contDiff := contDiff_one_iff_deriv.2 ⟨fun x => (hder x).differentiableAt, by
        rw [hderiv]
        exact h₂.continuous.div (h₁.continuous.comp hcont) fun x => (h₁.pos _).ne'⟩
      bijective := ⟨hmono.injective, hsurj⟩
      jacobian := fun x => by
        rw [(hder x).deriv, div_mul_cancel₀ _ (h₁.pos (f x)).ne'] }
  exact ⟨f, hf, fun g hg => hg.unique hf h₁ h₂⟩
```

The definition could also have been written with $|f'(x)|$ and without the demand that $f$ increase. Reflecting the axis would then produce a second solution, the decreasing map that matches the charge to the right of $f(x)$ in $n_1$ with the charge to the left of $x$ in $n_2$. There would be exactly two maps instead of one.

The step from this model to real molecules is the passage to three dimensions. There the Jacobian determinant gives one equation for three components of the map, and further conditions are needed to single out a solution.

## Averages are carried along, and equal charge is necessary

Let $v$ be any real function of position, such as an external potential. Since $n_1$ and $n_2$ are positive, the Jacobian equation forces $f'>0$, and the substitution $y=f(x)$ gives

$$\int v(f(x))\,n_2(x)\,dx = \int v(f(x))\,n_1(f(x))\,f'(x)\,dx = \int v(y)\,n_1(y)\,dy .$$

The potential is carried along as well: $n_2$ has in the potential $v(f(x))$ the energy that $n_1$ has in $v$, while the energy of $n_2$ in $v$ itself is in general different.

The lemma also states that one integrand is integrable exactly when the other is. This matters because Lean assigns the value zero to the integral of a non-integrable function, so the equality of integrals alone would say nothing in that case. Continuity and integrability of the densities are not assumed here.

```lean
/-- For strictly positive `n₁` and `n₂`, a local scaling transports averages: `v(f(x)) n₂(x)` is
integrable exactly when `v(y) n₁(y)` is, and the two integrals agree. -/
theorem IsLocalScaling.transport (hf : IsLocalScaling n₁ n₂ f) (p₁ : ∀ x, 0 < n₁ x)
    (p₂ : ∀ x, 0 < n₂ x) (v : ℝ → ℝ) :
    (Integrable (fun x => v (f x) * n₂ x) ↔ Integrable (fun y => v y * n₁ y)) ∧
      ∫ x, v (f x) * n₂ x = ∫ y, v y * n₁ y := by
  have key : (fun x => v (f x) * n₂ x) =
      fun x => |deriv f x| • (v (f x) * n₁ (f x)) := funext fun x => by
    have hp : 0 < deriv f x := by
      by_contra h
      nlinarith [p₁ (f x), p₂ x, hf.jacobian x]
    rw [abs_of_pos hp, hf.jacobian x, smul_eq_mul]
    ring
  have hd : ∀ x ∈ (univ : Set ℝ), HasDerivWithinAt f (deriv f x) univ x := fun x _ =>
    ((contDiff_one_iff_deriv.1 hf.contDiff).1 x).hasDerivAt.hasDerivWithinAt
  have hi := integrableOn_image_iff_integrableOn_abs_deriv_smul MeasurableSet.univ hd
    hf.bijective.injective.injOn (fun y => v y * n₁ y)
  have he := integral_image_eq_integral_abs_deriv_smul MeasurableSet.univ hd
    hf.bijective.injective.injOn (fun y => v y * n₁ y)
  rw [image_univ, hf.bijective.surjective.range_eq, integrableOn_univ, integrableOn_univ] at hi
  rw [image_univ, hf.bijective.surjective.range_eq, setIntegral_univ, setIntegral_univ] at he
  rw [key]
  exact ⟨hi.symm, he.symm⟩
```

With $v=1$ this becomes $N_2=N_1$. Equal electron number is thus a necessary condition for a local scaling as well as a sufficient one.

```lean
/-- Equal charge is necessary: if a local scaling leads from a density `n₁` to a strictly
positive `n₂`, then `n₂` is integrable with the same integral. -/
theorem IsLocalScaling.charge_eq (hf : IsLocalScaling n₁ n₂ f) (h₁ : IsDensity n₁)
    (p₂ : ∀ x, 0 < n₂ x) : Integrable n₂ ∧ ∫ x, n₂ x = ∫ x, n₁ x := by
  have h := hf.transport h₁.pos p₂ (fun _ => 1)
  simp only [one_mul] at h
  exact ⟨h.1.2 h₁.integrable, h.2⟩
```

## Uniform scaling as a special case

For $l>0$, the uniformly scaled density is $l\,n(lx)$; the letter $l$ stands for the scale factor that textbooks usually call $\lambda$ or $\gamma$. The map $f(x)=lx$ has $f'(x)=l$, so

$$f'(x)\,n(f(x)) = l\,n(lx),$$

and it is a local scaling. The preceding lemma shows that the scaled density is integrable, and uniqueness then rules out every other map. Ordinary coordinate scaling is therefore a local scaling with constant $f'$ and $f(0)=0$; a constant $f'$ alone would also allow a shift of the axis.

For $l=1$ the density is unchanged, and the only local scaling from $n$ to itself is the identity.

```lean
/-- For a density `n` and `l > 0`, the only local scaling from `n` to the uniformly scaled
density `l n(l x)` is the dilation `x ↦ l x`. -/
theorem uniform_scaling_iff (h : IsDensity n) {l : ℝ} (hl : 0 < l) :
    IsLocalScaling n (fun x => l * n (l * x)) f ↔ f = fun x => l * x := by
  have hs : IsLocalScaling n (fun x => l * n (l * x)) (fun x => l * x) :=
    { strictMono := fun a b hab => by nlinarith
      contDiff := contDiff_const.mul contDiff_id
      bijective := ⟨mul_right_injective₀ hl.ne', fun y => ⟨y / l, mul_div_cancel₀ y hl.ne'⟩⟩
      jacobian := fun x => by
        have hd : HasDerivAt (fun y : ℝ => l * y) l x := by
          simpa using (hasDerivAt_id' x).const_mul l
        rw [hd.deriv] }
  have hp : ∀ x, 0 < l * n (l * x) := fun x => mul_pos hl (h.pos _)
  have h' : IsDensity (fun x => l * n (l * x)) :=
    ⟨continuous_const.mul (h.continuous.comp (continuous_const.mul continuous_id)), hp,
      (hs.charge_eq h hp).1⟩
  exact ⟨fun hf => hf.unique hs h h', fun e => e ▸ hs⟩

end LocalScaling
```

```lean
#print axioms LocalScaling.existsUnique_localScaling
#print axioms LocalScaling.uniform_scaling_iff
```

```
'LocalScaling.existsUnique_localScaling' depends on axioms: [propext, Classical.choice, Quot.sound]
'LocalScaling.uniform_scaling_iff' depends on axioms: [propext, Classical.choice, Quot.sound]
```
